# The residual-corrected Sternheimer response has an error of at most ‖r‖‖s‖/g for a Hermitian operator with no eigenvalue closer to zero than g

## An unconverged solution can spoil the response at first order

Suppose an iterative solver for $Au=b$ stops at a trial vector $x$, and the response $\langle c,u\rangle$ is read off as $\langle c,x\rangle$. The error is then linear in the residual $r=b-Ax$: if the residual shrinks tenfold along a fixed direction, so does the error, and no faster. Close to a resonance, where $A$ is nearly singular, even a small residual can leave a large error.

A trial solution $y$ of the companion equation $Ay=c$, with residual $s=c-Ay$, allows a correction. The estimate
$$R=\langle c,x\rangle+\langle y,b-Ax\rangle$$
has an error of at most $\|r\|\|s\|/g$ when $A$ is Hermitian and each of its eigenvalues has absolute value at least $g>0$. Here $g$ is called the gap: it bounds the distance of the eigenvalues of $A$ from zero, and is not in general the band gap.

## The operator at a real frequency

In a Sternheimer calculation at real frequency $\omega$, in units with $\hbar=1$, a typical operator is $A=H-\varepsilon_n-\omega$, where $H$ is the Kohn–Sham Hamiltonian in a finite basis and $\varepsilon_n$ is an orbital energy. The vector $b$ comes from the perturbation acting on the orbital, and $c$ from the observable. The eigenvalues of $A$ are $\varepsilon_m-\varepsilon_n-\omega$ and may have both signs. The condition $|\mu|\ge g>0$ on every eigenvalue $\mu$ says that $\omega$ stays at least $g$ away from every transition energy in the space on which $A$ acts. At $\omega=0$ the orbital itself, and anything degenerate with it, must be projected out of that space.

The result bears on how tightly such solvers must be converged, for one linear equation with fixed $b$ and a Hermitian $A$. A self-consistent update of the induced potential, which changes $b$, is not part of the model, and a complex frequency used for broadening makes this $A$ non-Hermitian.

## From the gap to the product of residuals

The inner product is conjugate-linear in its first slot. Let $e_i$ be an orthonormal eigenbasis with $Ae_i=\mu_ie_i$, and write $v=\sum_i v_ie_i$. Then
$$\|Av\|^2=\sum_i\mu_i^2|v_i|^2\ge g^2\sum_i|v_i|^2=g^2\|v\|^2 .$$
So $Av=0$ forces $v=0$. In finite dimension $A$ therefore has an inverse $G$, and taking $v=Gr$ gives $\|Gr\|\le\|r\|/g$.

Since $GAx=x$, we have $Gb-x=G(b-Ax)=Gr$, and hence
$$\langle c,Gb\rangle-\langle c,x\rangle=\langle c,Gr\rangle .$$
This is the uncorrected error, with one residual in it. Hermiticity rewrites the correction as
$$\langle y,r\rangle=\langle y,AGr\rangle=\langle Ay,Gr\rangle .$$
Subtracting it leaves
$$\langle c,Gb\rangle-R=\langle c-Ay,Gr\rangle=\langle s,Gr\rangle ,$$
and by Cauchy–Schwarz
$$|\langle s,Gr\rangle|\le\|s\|\,\|Gr\|\le\frac{\|r\|\,\|s\|}{g}.$$

**Sharpness.** Let both residuals equal $v$ with $Av=\mu v$. Then $\mu Gv=v$, so $|\mu|\,|\langle v,Gv\rangle|=\|v\|^2$. For an eigenvector with $|\mu|=g$, the bound is attained.

**A lower bound.** Let $c=b$ and $y=x$, and suppose that $A$ is invertible with nonnegative expectation values. With $w=Gr$ the error is $\langle r,Gr\rangle=\langle Aw,w\rangle=\langle w,Aw\rangle\ge0$, so $R$ never exceeds the exact response.

## Two levels, one on each side of zero

Take $A=\mathrm{diag}(2,-1)$, so $g=1$, with $b=(2,1)$ and $c=(4,1)$. The exact solution is $Gb=(1,-1)$ and the exact response is $4-1=3$.

Let $x=(0.9,-0.9)$ and $y=(1.9,-0.9)$. Then $Ax=(1.8,0.9)$ and $Ay=(3.8,0.9)$, so $r=s=(0.2,0.1)$.

- Uncorrected: $\langle c,x\rangle=3.6-0.9=2.7$, with error $0.3$.
- Corrected: $\langle y,r\rangle=0.38-0.09=0.29$, so $R=2.99$, with error $0.01$.
- Predicted: $Gr=(0.1,-0.1)$ gives $\langle s,Gr\rangle=0.02-0.01=0.01$. The bound is $\|r\|\|s\|/g=0.05$.

## How the Lean statement encodes the physics

The space `E` is a finite-dimensional complex inner product space, and `A.IsSymmetric` is Hermiticity. `HasGap A g` constrains real eigenvalues only, which loses nothing because a Hermitian operator has no others. `responseOperator A hinj` is $G$, built from a proof `hinj` that $A$ is injective, and `correctedResponse A b c x y` is $R$.

The main theorem, `corrected_response_error`, derives injectivity from the gap and states both the error identity and the bound, for arbitrary `b`, `c`, `x` and `y`. The trial vectors need not be good, but the bound is small only if the product of their residuals is small compared with $g$. The residuals are exact vectors, so rounding in their evaluation is not modelled.

The supporting identities assume injectivity directly, and `uncorrected_error` does not need Hermiticity. `variational_lower_bound` compares real parts, because Lean's inner product is complex-valued.

```lean
import Mathlib

open scoped InnerProductSpace

namespace SternheimerResponse

noncomputable section

variable {E : Type*} [NormedAddCommGroup E] [InnerProductSpace ℂ E]

/-- The spectral gap condition: every real eigenvalue of `A` has absolute value at least `g`. -/
def HasGap (A : E →ₗ[ℂ] E) (g : ℝ) : Prop :=
  ∀ μ : ℝ, Module.End.HasEigenvalue A (μ : ℂ) → g ≤ |μ|

/-- The corrected response `⟨c, x⟩ + ⟨y, b - A x⟩`, computed from trial solutions `x` of
`A x = b` and `y` of `A y = c`. -/
def correctedResponse (A : E →ₗ[ℂ] E) (b c x y : E) : ℂ :=
  ⟪c, x⟫_ℂ + ⟪y, b - A x⟫_ℂ

variable [FiniteDimensional ℂ E]

/-- The response operator: the inverse of an injective operator `A` on a
finite-dimensional space. -/
def responseOperator (A : E →ₗ[ℂ] E) (hinj : Function.Injective A) : E →ₗ[ℂ] E :=
  (LinearEquiv.ofInjectiveEndo A hinj).symm.toLinearMap

/-- The response operator of an injective `A` solves the Sternheimer equation `A u = b`. -/
theorem apply_response (A : E →ₗ[ℂ] E) (hinj : Function.Injective A) (b : E) :
    A (responseOperator A hinj b) = b :=
  (LinearEquiv.ofInjectiveEndo A hinj).apply_symm_apply b

/-- A Hermitian operator whose eigenvalues are at least `g > 0` in absolute value stretches
every vector by at least the factor `g`. -/
theorem gap_mul_norm_le {A : E →ₗ[ℂ] E} (hA : A.IsSymmetric) {g : ℝ} (hg : 0 < g)
    (hgap : HasGap A g) (v : E) : g * ‖v‖ ≤ ‖A v‖ := by
  -- in the eigenbasis, each component is multiplied by its eigenvalue
  have hcoef : ∀ i, g * ‖(hA.eigenvectorBasis rfl).repr v i‖
      ≤ ‖(hA.eigenvectorBasis rfl).repr (A v) i‖ := by
    intro i
    rw [hA.eigenvectorBasis_apply_self_apply rfl v i, norm_mul, RCLike.norm_ofReal]
    exact mul_le_mul_of_nonneg_right
      (hgap (hA.eigenvalues rfl i) (hA.hasEigenvalue_eigenvalues rfl i)) (norm_nonneg _)
  have hsq : ∀ w : E, ‖w‖ ^ 2 = ∑ i, ‖(hA.eigenvectorBasis rfl).repr w i‖ ^ 2 := by
    intro w
    rw [← (hA.eigenvectorBasis rfl).repr.norm_map w, EuclideanSpace.norm_sq_eq]
  -- sum the squared components
  refine (sq_le_sq₀ (by positivity) (norm_nonneg _)).mp ?_
  rw [mul_pow, hsq v, hsq (A v), Finset.mul_sum]
  refine Finset.sum_le_sum fun i _ => ?_
  rw [← mul_pow]
  exact pow_le_pow_left₀ (by positivity) (hcoef i) 2

/-- A Hermitian operator whose eigenvalues are at least `g > 0` in absolute value is
injective. -/
theorem injective_of_gap {A : E →ₗ[ℂ] E} (hA : A.IsSymmetric) {g : ℝ} (hg : 0 < g)
    (hgap : HasGap A g) : Function.Injective A := by
  refine (injective_iff_map_eq_zero A).mpr fun v hv => ?_
  have h := gap_mul_norm_le hA hg hgap v
  rw [hv, norm_zero] at h
  have h' : g * ‖v‖ ≤ g * 0 := by rw [mul_zero]; exact h
  exact norm_le_zero_iff.mp (le_of_mul_le_mul_left h' hg)

/-- For injective `A`, the uncorrected estimate `⟨c, x⟩` misses the exact response by
`⟨c, A⁻¹ r⟩`, where `r = b - A x`. -/
theorem uncorrected_error (A : E →ₗ[ℂ] E) (hinj : Function.Injective A) (b c x : E) :
    ⟪c, responseOperator A hinj b⟫_ℂ - ⟪c, x⟫_ℂ
      = ⟪c, responseOperator A hinj (b - A x)⟫_ℂ := by
  have hx : responseOperator A hinj (A x) = x := hinj (apply_response A hinj (A x))
  rw [map_sub, hx, inner_sub_right]

/-- For an injective Hermitian `A`, the corrected response misses the exact response by
exactly `⟨s, A⁻¹ r⟩`, where `r = b - A x` and `s = c - A y`. -/
theorem corrected_error {A : E →ₗ[ℂ] E} (hA : A.IsSymmetric)
    (hinj : Function.Injective A) (b c x y : E) :
    ⟪c, responseOperator A hinj b⟫_ℂ - correctedResponse A b c x y
      = ⟪c - A y, responseOperator A hinj (b - A x)⟫_ℂ := by
  have h := uncorrected_error A hinj b c x
  -- Hermiticity moves `A` from the trial vector `y` onto the response
  have hy : ⟪A y, responseOperator A hinj (b - A x)⟫_ℂ = ⟪y, b - A x⟫_ℂ := by
    rw [hA y (responseOperator A hinj (b - A x)), apply_response]
  rw [correctedResponse, inner_sub_left, hy]
  linear_combination h

/-- Let `A` be Hermitian with all eigenvalues at least `g > 0` in absolute value. The error of
the corrected response is exactly `⟨s, A⁻¹ r⟩`, and it is at most `‖r‖ ‖s‖ / g`, where
`r = b - A x` and `s = c - A y`. -/
theorem corrected_response_error {A : E →ₗ[ℂ] E} (hA : A.IsSymmetric) {g : ℝ} (hg : 0 < g)
    (hgap : HasGap A g) (b c x y : E) :
    ⟪c, responseOperator A (injective_of_gap hA hg hgap) b⟫_ℂ - correctedResponse A b c x y
        = ⟪c - A y, responseOperator A (injective_of_gap hA hg hgap) (b - A x)⟫_ℂ ∧
    ‖⟪c, responseOperator A (injective_of_gap hA hg hgap) b⟫_ℂ - correctedResponse A b c x y‖
        ≤ ‖b - A x‖ * ‖c - A y‖ / g := by
  have hinj := injective_of_gap hA hg hgap
  have herr := corrected_error hA hinj b c x y
  refine ⟨herr, ?_⟩
  -- the gap bounds the inverse by `1 / g`
  have hG : ‖responseOperator A hinj (b - A x)‖ ≤ ‖b - A x‖ / g := by
    have h := gap_mul_norm_le hA hg hgap (responseOperator A hinj (b - A x))
    rw [apply_response] at h
    rw [le_div_iff₀ hg, mul_comm]
    exact h
  rw [herr]
  calc ‖⟪c - A y, responseOperator A hinj (b - A x)⟫_ℂ‖
      ≤ ‖c - A y‖ * ‖responseOperator A hinj (b - A x)‖ := norm_inner_le_norm _ _
    _ ≤ ‖c - A y‖ * (‖b - A x‖ / g) := mul_le_mul_of_nonneg_left hG (norm_nonneg _)
    _ = ‖b - A x‖ * ‖c - A y‖ / g := by ring

/-- For an injective Hermitian `A`, if both residuals equal a vector `v` with `A v = μ v`, then
`|μ|` times the error of the corrected response equals the product of the residual norms. -/
theorem error_bound_sharp {A : E →ₗ[ℂ] E} (hA : A.IsSymmetric)
    (hinj : Function.Injective A) {μ : ℝ} {v : E} (hv : A v = (μ : ℂ) • v) (x y : E) :
    |μ| * ‖⟪A y + v, responseOperator A hinj (A x + v)⟫_ℂ
        - correctedResponse A (A x + v) (A y + v) x y‖ = ‖v‖ * ‖v‖ := by
  have hGv : (μ : ℂ) • responseOperator A hinj v = v := by
    rw [← map_smul, ← hv]
    exact hinj (apply_response A hinj (A v))
  have hvv : ‖⟪v, v⟫_ℂ‖ = ‖v‖ * ‖v‖ := by
    rw [inner_self_eq_norm_sq_to_K, norm_pow, RCLike.norm_ofReal, abs_norm, sq]
  rw [corrected_error hA hinj, add_sub_cancel_left, add_sub_cancel_left, ← hvv]
  -- absorb the eigenvalue into the second slot of the inner product
  calc |μ| * ‖⟪v, responseOperator A hinj v⟫_ℂ‖
      = ‖⟪v, (μ : ℂ) • responseOperator A hinj v⟫_ℂ‖ := by
        rw [inner_smul_right, norm_mul, Complex.norm_real, Real.norm_eq_abs]
    _ = ‖⟪v, v⟫_ℂ‖ := by rw [hGv]

/-- For an injective Hermitian `A` with nonnegative expectation values, the corrected diagonal
response with a single trial vector `x` is a lower bound on the exact `⟨b, A⁻¹ b⟩`
(in real parts). -/
theorem variational_lower_bound {A : E →ₗ[ℂ] E} (hA : A.IsSymmetric)
    (hinj : Function.Injective A) (hpos : ∀ v, 0 ≤ (⟪v, A v⟫_ℂ).re) (b x : E) :
    (correctedResponse A b b x x).re ≤ (⟪b, responseOperator A hinj b⟫_ℂ).re := by
  have h := congrArg Complex.re (corrected_error hA hinj b b x x)
  -- the error is `⟨w, A w⟩` for the vector `w = A⁻¹ r`, which need not be normalised
  have hr := hA (responseOperator A hinj (b - A x)) (responseOperator A hinj (b - A x))
  have hp := hpos (responseOperator A hinj (b - A x))
  rw [← hr, apply_response] at hp
  rw [Complex.sub_re] at h
  linarith

end

end SternheimerResponse
```

```lean
#print axioms SternheimerResponse.corrected_response_error
-- 'SternheimerResponse.corrected_response_error' depends on axioms: [propext, Classical.choice, Quot.sound]
#print axioms SternheimerResponse.error_bound_sharp
-- 'SternheimerResponse.error_bound_sharp' depends on axioms: [propext, Classical.choice, Quot.sound]
#print axioms SternheimerResponse.variational_lower_bound
-- 'SternheimerResponse.variational_lower_bound' depends on axioms: [propext, Classical.choice, Quot.sound]
```

## Where each step of the derivation sits in the code

`gap_mul_norm_le` is the eigenbasis estimate. Its `hcoef` compares single components, `hsq` writes a squared norm as a sum of squared components, and `Finset.sum_le_sum` adds the comparisons up. `injective_of_gap` applies the estimate to a vector with $Av=0$.

`apply_response` says $AGb=b$. In `uncorrected_error`, injectivity turns this into $GAx=x$, and linearity of $G$ and of the inner product in its second slot does the rest. In `corrected_error`, `hy` is the step that moves $A$ across the inner product, and `linear_combination h` subtracts the correction from the uncorrected error.

`corrected_response_error` takes the identity from there. It obtains `hG`, the bound $\|Gr\|\le\|r\|/g$, by applying the gap estimate to $Gr$, and the `calc` block is the Cauchy–Schwarz chain.

`error_bound_sharp` chooses the right-hand sides `A x + v` and `A y + v`, which makes both residuals equal to `v`. It then absorbs $\mu$ into the second slot, using $\mu Gv=v$ from `hGv`. `variational_lower_bound` applies the positivity hypothesis to $w=Gr$, uses Hermiticity to recognise the result as the error, and finishes with `linarith`.
